# Spin-orbit coupling takes a singlet only to triplets

## Physical setting

The formal statement has to say what counts as a spin-orbit operator, and it does so through commutators: the spin part of the operator is any triple of matrices that transforms as a vector under the total spin. No particular Hamiltonian is written down. A second choice concerns the states. A singlet is a state that all three components of the total spin annihilate.

Let S_x, S_y, S_z be the components of the total spin in units of ħ, and let

S² = S_x² + S_y² + S_z².

A state of spin quantum number S has S² eigenvalue S(S + 1), so a singlet has eigenvalue 0 and a triplet has eigenvalue 2. Let T_x, T_y, T_z be the spin factors of the coupling. For one electron among several, they are the components of that electron's own spin. Let L_x, L_y, L_z be the spatial factors, which do not act on spin. The coupling is

H = Σ_k L_k T_k.

In a finite-basis calculation that adds H as a perturbation to a spin-free Hamiltonian, the result makes the first-order energy correction of a non-degenerate singlet level vanish.

## Statement

Write ε_ijk for the Levi-Civita symbol, with ε_xyz = 1, and ⟨φ, χ⟩ for the inner product, conjugate-linear in φ. Suppose that the S_i are Hermitian, that

[S_i, T_j] = i Σ_k ε_ijk T_k for all i and j,

and that S_i ψ = 0 for all i. (The i in front of the sum is the imaginary unit; as a subscript, i is an axis.) Then, for every k,

S² T_k ψ = 2 T_k ψ,

⟨φ, T_k ψ⟩ = 0 for every singlet φ, including φ = ψ.

If every L_k commutes with every S_i, both conclusions also hold with H ψ in place of T_k ψ.

The vector T_k ψ may be zero. The choice T = S satisfies the commutation relation, for instance, when S is a genuine spin, and it annihilates every singlet. The rule says where the coupling can lead, not that it is non-zero.

## Derivation

**The action of one spin component.** Since S_i ψ = 0, the product S_i T_j acts on ψ as the commutator does:

S_i T_j ψ = [S_i, T_j] ψ + T_j S_i ψ = i Σ_k ε_ijk T_k ψ.

**The eigenvalue.** Take T_z first. Applying the last equation twice for each component gives

S_x S_x T_z ψ = S_x (−i T_y ψ) = −i · i T_z ψ = T_z ψ,

S_y S_y T_z ψ = S_y (i T_x ψ) = i · (−i) T_z ψ = T_z ψ,

S_z S_z T_z ψ = 0.

The sum is 2 T_z ψ. For a general axis k the same calculation reads

S² T_k ψ = i² Σ_i Σ_l Σ_m ε_ikl ε_ilm T_m ψ,

where i² = −1. Because ε_ilm = −ε_iml, and Σ_i Σ_l ε_ikl ε_iml = 2 δ_km, the right-hand side is 2 T_k ψ.

**Singlets and S².** A singlet φ clearly satisfies S² φ = 0. Conversely, if S² φ = 0, Hermiticity gives

0 = ⟨φ, S² φ⟩ = Σ_i ⟨S_i φ, S_i φ⟩.

Each term is a squared norm, so each is zero and S_i φ = 0 for all i. The two descriptions of a singlet therefore agree.

**Orthogonality.** Let S² φ = c φ with c real, and S² χ = 2 χ. Since S² is Hermitian,

2 ⟨φ, χ⟩ = ⟨φ, S² χ⟩ = ⟨S² φ, χ⟩ = c ⟨φ, χ⟩.

Hence (c − 2) ⟨φ, χ⟩ = 0, and the overlap vanishes if c ≠ 2. With c = 0 and χ = T_k ψ this is the claim about singlets. With c = 6 it also excludes quintets.

**The spatial factors.** If L_k commutes with each S_i, then

S_i S_i L_k = S_i L_k S_i = L_k S_i S_i,

so L_k commutes with S². It follows that

S² L_k T_k ψ = L_k S² T_k ψ = 2 L_k T_k ψ.

Summing over k gives S² H ψ = 2 H ψ, and the orthogonality argument applies with χ = H ψ.

## What the formal version assumes

States are vectors `n → ℂ` and operators are matrices `Matrix n n ℂ`, where `n` is any finite index type. The axes x, y, z are numbered 0, 1, 2. The notation `A *ᵥ x` means the matrix A applied to x, and `star φ ⬝ᵥ χ` is ⟨φ, χ⟩.

The predicate `IsVectorOperator S T` is the commutation relation, `IsSinglet S ψ` says that all three spin components annihilate ψ, and `spinSq S` is S². The operator H is `spinOrbit L T`.

The theorem `singlet_selection_rule` takes Hermitian spin components, a vector operator and a singlet, and returns the eigenvalue equation together with orthogonality to every singlet. The theorem `spinOrbit_selection_rule` adds the hypothesis `hL`, that each spatial factor commutes with each spin component, and reaches the same two conclusions for H.

Several things are left general. Neither T, L nor H has to be Hermitian. The commutation relations of the S_i among themselves are not assumed either; they are what allows eigenvalue 2 to be read as spin 1. States need not be normalised, and the zero vector counts as a singlet.

The spatial and spin factors act on one common space. In a product of orbital and spin spaces, L_k is an orbital matrix tensored with the identity on spin, which gives the required commutation. A one-body coupling for several electrons is a sum of operators of the form H, one per electron, and both conclusions carry over to the sum by linearity on the full product space. The finite index type excludes unbounded operators on an infinite-dimensional space, and the hypotheses on T and L together exclude rank-two couplings such as the spin-spin dipolar interaction.

The theorem `singlet_selection_rule_witness` supplies a concrete case: two spin-1/2 particles, with the sum of their spins as S and the difference as T. The state `pairSinglet` is up-down minus down-up; its normalised form carries a factor 1/√2. The theorem checks the hypotheses and shows that T_z does not annihilate this state. By hand, T_z turns it into up-down plus down-up, so the normalised singlet goes to the normalised triplet state with zero spin projection.

In Lean 4 with Mathlib:

```lean
import Mathlib

open Matrix
open scoped Kronecker ComplexOrder

namespace SpinOrbitSelection

noncomputable section

variable {n : Type*} [Fintype n]

/-- The Levi-Civita symbol, with the Cartesian axes x, y, z numbered 0, 1, 2. -/
def leviCivita (i j k : Fin 3) : ℂ :=
  (![![![0, 0, 0], ![0, 0, 1], ![0, -1, 0]],
     ![![0, 0, -1], ![0, 0, 0], ![1, 0, 0]],
     ![![0, 1, 0], ![-1, 0, 0], ![0, 0, 0]]] : Fin 3 → Fin 3 → Fin 3 → ℂ) i j k

/-- `T` is a vector operator with respect to the spin `S`:
`[S_i, T_j] = i ∑_k ε_ijk T_k`. -/
def IsVectorOperator (S T : Fin 3 → Matrix n n ℂ) : Prop :=
  ∀ i j, S i * T j - T j * S i = Complex.I • ∑ k, leviCivita i j k • T k

/-- A singlet is a state annihilated by all three spin components. -/
def IsSinglet (S : Fin 3 → Matrix n n ℂ) (ψ : n → ℂ) : Prop :=
  ∀ i, S i *ᵥ ψ = 0

/-- The total spin squared, `S² = S_x² + S_y² + S_z²`. -/
def spinSq (S : Fin 3 → Matrix n n ℂ) : Matrix n n ℂ := ∑ i, S i * S i

/-- The spin-orbit operator `∑_k L_k T_k`, with spatial factors `L_k` and spin factors `T_k`. -/
def spinOrbit (L T : Fin 3 → Matrix n n ℂ) : Matrix n n ℂ := ∑ k, L k * T k

/-- `S²` acts on a state by applying each spin component twice and summing. -/
theorem spinSq_mulVec (S : Fin 3 → Matrix n n ℂ) (x : n → ℂ) :
    spinSq S *ᵥ x = ∑ i, S i *ᵥ (S i *ᵥ x) := by
  simp only [spinSq, Fin.sum_univ_three, Matrix.add_mulVec, Matrix.mulVec_mulVec]

/-- A Hermitian matrix can be moved from one side of the inner product to the other. -/
theorem hermitian_move {A : Matrix n n ℂ} (hA : A.IsHermitian) (x y : n → ℂ) :
    star x ⬝ᵥ (A *ᵥ y) = star (A *ᵥ x) ⬝ᵥ y := by
  rw [Matrix.star_mulVec, hA.eq, Matrix.dotProduct_mulVec]

/-- For Hermitian spin components, a state is a singlet exactly when `S²` annihilates it. -/
theorem isSinglet_iff_spinSq {S : Fin 3 → Matrix n n ℂ} (hS : ∀ i, (S i).IsHermitian)
    (ψ : n → ℂ) : IsSinglet S ψ ↔ spinSq S *ᵥ ψ = 0 := by
  constructor
  · intro h
    rw [spinSq_mulVec]
    exact Finset.sum_eq_zero fun i _ => by rw [h i, Matrix.mulVec_zero]
  · intro h i
    -- the expectation value of S² is a sum of squared norms
    have h0 : ∑ i, star (S i *ᵥ ψ) ⬝ᵥ (S i *ᵥ ψ) = 0 := by
      have h1 : star ψ ⬝ᵥ (spinSq S *ᵥ ψ) = 0 := by rw [h, dotProduct_zero]
      rw [spinSq_mulVec] at h1
      simp only [Fin.sum_univ_three, dotProduct_add, hermitian_move (hS _)] at h1 ⊢
      exact h1
    have h2 := (Finset.sum_eq_zero_iff_of_nonneg
      (fun i _ => dotProduct_star_self_nonneg (S i *ᵥ ψ))).mp h0 i (Finset.mem_univ i)
    exact dotProduct_star_self_eq_zero.mp h2

/-- On a singlet, `S_i T_j ψ = i ∑_k ε_ijk T_k ψ`. -/
theorem spin_on_vector_singlet {S T : Fin 3 → Matrix n n ℂ} (hT : IsVectorOperator S T)
    {ψ : n → ℂ} (hψ : IsSinglet S ψ) (i j : Fin 3) :
    S i *ᵥ (T j *ᵥ ψ) = Complex.I • ∑ k, leviCivita i j k • (T k *ᵥ ψ) := by
  have h := congrArg (fun M => M *ᵥ ψ) (hT i j)
  simp only [Matrix.sub_mulVec, ← Matrix.mulVec_mulVec, hψ i, Matrix.mulVec_zero, sub_zero,
    Fin.sum_univ_three, Matrix.smul_mulVec, Matrix.add_mulVec] at h
  simpa only [Fin.sum_univ_three] using h

/-- A vector operator acting on a singlet gives `S² T_k ψ = 2 T_k ψ`. -/
theorem spinSq_vector_singlet {S T : Fin 3 → Matrix n n ℂ} (hT : IsVectorOperator S T)
    {ψ : n → ℂ} (hψ : IsSinglet S ψ) (k : Fin 3) :
    spinSq S *ᵥ (T k *ᵥ ψ) = (2 : ℂ) • (T k *ᵥ ψ) := by
  rw [spinSq_mulVec]
  -- use the commutation relation twice
  simp only [spin_on_vector_singlet hT hψ, Fin.sum_univ_three, Matrix.mulVec_smul,
    Matrix.mulVec_add]
  ext a
  obtain rfl | rfl | rfl : k = 0 ∨ k = 1 ∨ k = 2 := by fin_cases k <;> simp
  · simp [leviCivita]
    linear_combination (-2 * (T 0 *ᵥ ψ) a) * Complex.I_mul_I
  · simp [leviCivita]
    linear_combination (-2 * (T 1 *ᵥ ψ) a) * Complex.I_mul_I
  · simp [leviCivita]
    linear_combination (-2 * (T 2 *ᵥ ψ) a) * Complex.I_mul_I

/-- For Hermitian spin components, a state with real `S²` eigenvalue `c ≠ 2` is orthogonal to every state with
`S²` eigenvalue 2. -/
theorem orthogonal_to_triplet {S : Fin 3 → Matrix n n ℂ} (hS : ∀ i, (S i).IsHermitian)
    {φ χ : n → ℂ} {c : ℝ} (hc : c ≠ 2) (hφ : spinSq S *ᵥ φ = (c : ℂ) • φ)
    (hχ : spinSq S *ᵥ χ = (2 : ℂ) • χ) : star φ ⬝ᵥ χ = 0 := by
  have hH : (spinSq S).IsHermitian := by
    simp only [Matrix.IsHermitian, spinSq, Matrix.conjTranspose_sum,
      Matrix.conjTranspose_mul, (hS _).eq]
  have h := hermitian_move hH φ χ
  rw [hφ, hχ] at h
  simp only [star_smul, smul_dotProduct, dotProduct_smul, Complex.star_def,
    Complex.conj_ofReal, smul_eq_mul] at h
  have hc' : (c : ℂ) - 2 ≠ 0 := sub_ne_zero.mpr (by exact_mod_cast hc)
  exact (mul_eq_zero.mp (by linear_combination -h :
    ((c : ℂ) - 2) * (star φ ⬝ᵥ χ) = 0)).resolve_left hc'

/-- Singlet selection rule: for Hermitian spin components, a vector operator `T` and a singlet `ψ`,
`S² T_k ψ = 2 T_k ψ`, and `T_k ψ` is orthogonal to every singlet. -/
theorem singlet_selection_rule {S T : Fin 3 → Matrix n n ℂ} (hS : ∀ i, (S i).IsHermitian)
    (hT : IsVectorOperator S T) {ψ : n → ℂ} (hψ : IsSinglet S ψ) (k : Fin 3) :
    spinSq S *ᵥ (T k *ᵥ ψ) = (2 : ℂ) • (T k *ᵥ ψ) ∧
      ∀ φ, IsSinglet S φ → star φ ⬝ᵥ (T k *ᵥ ψ) = 0 := by
  refine ⟨spinSq_vector_singlet hT hψ k, fun φ hφ => ?_⟩
  refine orthogonal_to_triplet hS (c := 0) (by norm_num) ?_ (spinSq_vector_singlet hT hψ k)
  rw [(isSinglet_iff_spinSq hS φ).mp hφ, Complex.ofReal_zero, zero_smul]

/-- Let the spin components be Hermitian, let `T` be a vector operator, and let the spatial factors
commute with the spin. Then `H = ∑_k L_k T_k` satisfies `S² H ψ = 2 H ψ` for a singlet `ψ`, and
`H ψ` is orthogonal to every singlet. -/
theorem spinOrbit_selection_rule {S T L : Fin 3 → Matrix n n ℂ}
    (hS : ∀ i, (S i).IsHermitian) (hT : IsVectorOperator S T)
    (hL : ∀ i k, Commute (S i) (L k)) {ψ : n → ℂ} (hψ : IsSinglet S ψ) :
    spinSq S *ᵥ (spinOrbit L T *ᵥ ψ) = (2 : ℂ) • (spinOrbit L T *ᵥ ψ) ∧
      ∀ φ, IsSinglet S φ → star φ ⬝ᵥ (spinOrbit L T *ᵥ ψ) = 0 := by
  -- S² passes through the spatial factors
  have hk : ∀ k, spinSq S *ᵥ (L k *ᵥ (T k *ᵥ ψ)) = (2 : ℂ) • (L k *ᵥ (T k *ᵥ ψ)) := by
    intro k
    have hc : Commute (spinSq S) (L k) := by
      unfold spinSq
      exact Commute.sum_left _ _ _ fun i _ => (hL i k).mul_left (hL i k)
    rw [Matrix.mulVec_mulVec, hc.eq, ← Matrix.mulVec_mulVec, spinSq_vector_singlet hT hψ k,
      Matrix.mulVec_smul]
  have h2 : spinSq S *ᵥ (spinOrbit L T *ᵥ ψ) = (2 : ℂ) • (spinOrbit L T *ᵥ ψ) := by
    simp only [spinOrbit, Fin.sum_univ_three, Matrix.add_mulVec, ← Matrix.mulVec_mulVec,
      Matrix.mulVec_add, hk, smul_add]
  refine ⟨h2, fun φ hφ => orthogonal_to_triplet hS (c := 0) (by norm_num) ?_ h2⟩
  rw [(isSinglet_iff_spinSq hS φ).mp hφ, Complex.ofReal_zero, zero_smul]

/-- The spin-1/2 matrices, half the Pauli matrices. -/
def halfSpin : Fin 3 → Matrix (Fin 2) (Fin 2) ℂ :=
  ![!![0, 1/2; 1/2, 0], !![0, -Complex.I/2; Complex.I/2, 0], !![1/2, 0; 0, -1/2]]

/-- The total spin of two spin-1/2 particles. -/
def pairSpin (i : Fin 3) : Matrix (Fin 2 × Fin 2) (Fin 2 × Fin 2) ℂ :=
  halfSpin i ⊗ₖ 1 + 1 ⊗ₖ halfSpin i

/-- The difference of the spins of two spin-1/2 particles. -/
def pairDiff (i : Fin 3) : Matrix (Fin 2 × Fin 2) (Fin 2 × Fin 2) ℂ :=
  halfSpin i ⊗ₖ 1 - 1 ⊗ₖ halfSpin i

/-- The antisymmetric, unnormalised two-spin state: up-down minus down-up. -/
def pairSinglet (p : Fin 2 × Fin 2) : ℂ := !![0, 1; -1, 0] p.1 p.2

/-- The spin-1/2 matrices form a vector operator with respect to themselves. -/
theorem halfSpin_vector : IsVectorOperator halfSpin halfSpin := by
  intro i j
  ext a b
  fin_cases i <;> fin_cases j <;> fin_cases a <;> fin_cases b <;>
    simp [halfSpin, leviCivita, Fin.sum_univ_succ] <;>
    first
      | ring1
      | linear_combination (1/2 : ℂ) * Complex.I_mul_I
      | linear_combination (-1/2 : ℂ) * Complex.I_mul_I

/-- Two spin-1/2 particles meet the hypotheses of the selection rule, with the spin difference
as vector operator, and its z component does not annihilate the antisymmetric state. -/
theorem singlet_selection_rule_witness :
    (∀ i, (pairSpin i).IsHermitian) ∧ IsVectorOperator pairSpin pairDiff ∧
      IsSinglet pairSpin pairSinglet ∧ pairDiff 2 *ᵥ pairSinglet ≠ 0 := by
  refine ⟨fun i => ?_, fun i j => ?_, fun i => ?_, fun h => ?_⟩
  · have hs : (halfSpin i)ᴴ = halfSpin i := by
      ext a b
      fin_cases i <;> fin_cases a <;> fin_cases b <;> simp [halfSpin]
    simp only [Matrix.IsHermitian, pairSpin, Matrix.conjTranspose_add,
      Matrix.conjTranspose_kronecker, Matrix.conjTranspose_one, hs]
  · -- the two one-particle commutators add up with opposite signs
    simp only [pairSpin, pairDiff, add_mul, mul_add, sub_mul, mul_sub,
      ← Matrix.mul_kronecker_mul, one_mul, mul_one]
    ext ⟨a, b⟩ ⟨c, d⟩
    have ha := congrFun (congrFun (halfSpin_vector i j) a) c
    have hb := congrFun (congrFun (halfSpin_vector i j) b) d
    simp only [Fin.sum_univ_three, Matrix.sub_apply, Matrix.add_apply, Matrix.smul_apply,
      Matrix.kroneckerMap_apply, smul_eq_mul] at ha hb ⊢
    linear_combination (1 : Matrix (Fin 2) (Fin 2) ℂ) b d * ha
      - (1 : Matrix (Fin 2) (Fin 2) ℂ) a c * hb
  · ext ⟨a, b⟩
    fin_cases i <;> fin_cases a <;> fin_cases b <;>
      simp [pairSpin, pairSinglet, halfSpin, Matrix.mulVec, dotProduct,
        Fintype.sum_prod_type, Fin.sum_univ_two, Matrix.one_apply] <;> ring1
  · have h1 := congrFun h (0, 1)
    have h00 : halfSpin 2 0 0 = 1/2 := rfl
    have h11 : halfSpin 2 1 1 = -1/2 := rfl
    norm_num [pairDiff, pairSinglet, h00, h11, Matrix.mulVec, dotProduct,
      Fintype.sum_prod_type, Fin.sum_univ_two, Matrix.one_apply] at h1

end

end SpinOrbitSelection
```

```lean
#print axioms SpinOrbitSelection.singlet_selection_rule
#print axioms SpinOrbitSelection.spinOrbit_selection_rule
```

```
'SpinOrbitSelection.singlet_selection_rule' depends on axioms: [propext, Classical.choice, Quot.sound]
'SpinOrbitSelection.spinOrbit_selection_rule' depends on axioms: [propext, Classical.choice, Quot.sound]
```

## Notes on the proof

**Preparatory lemmas.** `spinSq_mulVec` writes S² x as the sum of S_i (S_i x), and `hermitian_move` shifts a Hermitian matrix across the inner product. `isSinglet_iff_spinSq` combines them. In its harder direction, `h0` is the vanishing sum of squared norms, and `Finset.sum_eq_zero_iff_of_nonneg` passes from the sum to each term.

**The eigenvalue.** `spin_on_vector_singlet` applies both sides of the commutation relation to ψ, using `congrArg`, and removes the term that contains S_i ψ. `spinSq_vector_singlet` then rewrites with this lemma twice. Instead of the general contraction of two Levi-Civita symbols, it treats the three values of k separately, as was done above for T_z. In each case `simp [leviCivita]` inserts the entries of the symbol, and `linear_combination` finishes with `Complex.I_mul_I`, the identity i · i = −1.

**Orthogonality.** `orthogonal_to_triplet` first shows that S² is Hermitian. It then moves S² across the inner product, inserts the two eigenvalue equations and obtains the product (c − 2) ⟨φ, χ⟩ = 0. The real type of `c` matters when the eigenvalue comes out of the conjugated side, where `Complex.conj_ofReal` leaves it unchanged. `singlet_selection_rule` uses the case `c := 0`, with `isSinglet_iff_spinSq` providing S² φ = 0.

**The full coupling.** In `spinOrbit_selection_rule`, the step `hc` proves that S² commutes with L_k, by combining the commutation of L_k with each factor S_i. The step `hk` carries S² past L_k and applies the eigenvalue lemma, and `h2` adds the three terms. Orthogonality follows as before.

**The two-spin example.** `halfSpin_vector` checks the spin-1/2 commutators entry by entry. For the pair, the cross terms between different particles cancel, which leaves

[S_i, T_j] = [s_i, s_j] ⊗ 1 − 1 ⊗ [s_i, s_j],

where s_i denotes `halfSpin i`. The final `linear_combination` in that part subtracts the two one-particle relations accordingly. The remaining parts check Hermiticity and the singlet condition by components, and the last one evaluates T_z on the state at the up-down entry `(0, 1)`, where the result is 1 and not 0.
